# The overlap matrices of the Halley iteration tend to the identity exactly when the square starting matrix is invertible

Q: Take a single orbital $2\varphi$, with $\varphi$ normalised. Its coefficient is $\sigma=2$, and I want it to have length one. The Halley rule $\sigma\mapsto\sigma(3+\sigma^2)/(1+3\sigma^2)$ gives $14/13$ after one step. Why is that so close, and what remains of it for several overlapping orbitals?

A: Call the new value $\sigma'$. Because $\sigma(3+\sigma^2)\mp(1+3\sigma^2)=(\sigma\mp1)^3$,

$$\frac{\sigma'-1}{\sigma'+1}=\left(\frac{\sigma-1}{\sigma+1}\right)^3 .$$

Your ratio goes from $1/3$ to $1/27$ to $1/19683$. For every $\sigma>0$ it starts with modulus below one, so it tends to zero and $\sigma$ tends to one. At $\sigma=0$ the ratio is $-1$ and nothing moves.

For several orbitals, let the columns of a square matrix $A$ hold their coefficients in an orthonormal basis. Set $X_0=A$, $Z_k=X_k^HX_k$ and

$$X_{k+1}=X_k(3+Z_k)(1+3Z_k)^{-1},$$

where $H$ is the conjugate transpose and a number added to a matrix means that multiple of the identity. The orbitals are orthonormal when the overlap matrix $Z_k$ is $1$. The single-orbital mechanism then acts on each singular value of $A$.

Q: Does the Lean code use that same iteration, or a convenient relative of it?

A: The same one. The index type `n` is any finite set labelling both orbitals and basis functions, and the entries are complex.

```lean
import Mathlib

open Matrix Filter Topology
open scoped ComplexOrder

noncomputable section

namespace HalleyOrthogonalisation

variable {n : Type*} [Fintype n] [DecidableEq n]
```

The overlap matrix $X^HX$ is called `gram X` here.

```lean
/-- The overlap (Gram) matrix `Xᴴ X` of the columns of `X`. -/
def gram (X : Matrix n n ℂ) : Matrix n n ℂ := Xᴴ * X

/-- One Halley step, `X (3 + Z) (1 + 3 Z)⁻¹` with `Z = Xᴴ X`. -/
def halleyStep (X : Matrix n n ℂ) : Matrix n n ℂ :=
  X * (3 + gram X) * (1 + 3 * gram X)⁻¹
```

`halley A k` is $X_k$, counted from $X_0=A$.

```lean
/-- The Halley iteration started from `A`. -/
def halley (A : Matrix n n ℂ) : ℕ → Matrix n n ℂ
  | 0 => A
  | k + 1 => halleyStep (halley A k)
```

Two further definitions serve the convergence argument. `spectral V f` is $V\,\mathrm{diag}(f)\,V^H$; the theorems that use it add the condition that $V$ is unitary.

```lean
/-- The matrix `V diag(f) Vᴴ` built from a matrix `V` and real numbers `f`. -/
def spectral (V : Matrix n n ℂ) (f : n → ℝ) : Matrix n n ℂ :=
  V * diagonal (fun i => (f i : ℂ)) * Vᴴ
```

Despite its name, `singularValue s k` does not compute singular values from a matrix. It is a formula for what a starting singular value $s$ has become after $k$ steps: with $c=(s-1)/(s+1)$, it is $(1+c^{3^k})/(1-c^{3^k})$.

```lean
/-- The number `(1 + c^(3^k)) / (1 - c^(3^k))` with `c = (s - 1)/(s + 1)`, for `s > 0`. -/
def singularValue (s : ℝ) (k : ℕ) : ℝ :=
  (1 + ((s - 1) / (s + 1)) ^ 3 ^ k) / (1 - ((s - 1) / (s + 1)) ^ 3 ^ k)
```

Q: You invert $1+3Z$ at every step. What if my orbitals are linearly dependent?

A: The inverse still exists. For $v\neq0$,

$$v^H(1+3X^HX)v=\|v\|^2+3\|Xv\|^2>0 .$$

Lean says the same by adding three positive semidefinite copies of `gram X` to the positive definite identity, and reads off a positive determinant.

```lean
/-- The matrix `1 + 3 Xᴴ X` inverted in a Halley step is invertible for every `X`. -/
theorem isUnit_denominator (X : Matrix n n ℂ) : IsUnit (1 + 3 * gram X).det := by
  have hp : (gram X).PosSemidef := posSemidef_conjTranspose_mul_self X
  have h : (1 + (gram X + gram X + gram X)).PosDef :=
    PosDef.one.add_posSemidef ((hp.add hp).add hp)
  rw [show 1 + 3 * gram X = 1 + (gram X + gram X + gram X) by noncomm_ring]
  exact h.det_pos.ne'.isUnit
```

Q: Then show me the error law for matrices, where factors need not commute.

A: Here they do. Write $W=(1+3Z)^{-1}$. It is Hermitian, and it commutes with $Z$ because $1+3Z$ does. Hence the new overlap is

$$W(3+Z)X^HX(3+Z)W=Z(3+Z)^2W^2 .$$

In the proof, `hD` gives the Hermitian property and `hc` the commutation; the final `calc` regroups the factors as above.

```lean
/-- A Halley step turns the overlap matrix `Z` into `Z (3 + Z)² (1 + 3 Z)⁻²`. -/
theorem gram_halleyStep (X : Matrix n n ℂ) : gram (halleyStep X) =
    gram X * (3 + gram X) ^ 2 * ((1 + 3 * gram X)⁻¹) ^ 2 := by
  have h3 : (3 : Matrix n n ℂ)ᴴ = 3 := by
    rw [show (3 : Matrix n n ℂ) = 1 + 1 + 1 by norm_num]
    simp only [conjTranspose_add, conjTranspose_one]
  have hZ : (gram X)ᴴ = gram X := by simp [gram]
  have hD : (1 + 3 * gram X)ᴴ = 1 + 3 * gram X := by
    rw [conjTranspose_add, conjTranspose_one, conjTranspose_mul, h3, hZ]
    noncomm_ring
  have hl := nonsing_inv_mul _ (isUnit_denominator X)
  have hr := mul_nonsing_inv _ (isUnit_denominator X)
  have hX : Xᴴ * X = gram X := rfl
  rw [gram, halleyStep, conjTranspose_mul, conjTranspose_mul,
    conjTranspose_nonsing_inv, hD, conjTranspose_add, h3, hZ]
  generalize (1 + 3 * gram X)⁻¹ = W at *
  generalize gram X = Z at *
  -- the inverse commutes with the overlap matrix
  have hc : Commute W Z := by
    change W * Z = Z * W
    calc W * Z = W * Z * ((1 + 3 * Z) * W) := by rw [hr, mul_one]
      _ = W * (1 + 3 * Z) * (Z * W) := by noncomm_ring
      _ = Z * W := by rw [hl, one_mul]
  have h3c : Commute W 3 := by
    change W * 3 = 3 * W
    noncomm_ring
  have hm : W * (Z * (3 + Z) ^ 2) = Z * (3 + Z) ^ 2 * W :=
    hc.mul_right ((h3c.add_right hc).pow_right 2)
  calc W * ((3 + Z) * Xᴴ) * (X * (3 + Z) * W)
      = W * ((3 + Z) * (Xᴴ * X) * (3 + Z)) * W := by simp only [mul_assoc]
    _ = W * (Z * (3 + Z) ^ 2) * W := by rw [hX]; noncomm_ring
    _ = Z * (3 + Z) ^ 2 * W ^ 2 := by rw [hm, pow_two W, mul_assoc _ W W]
```

Now subtract $1=(1+3Z)^2W^2$. The numerator is

$$Z(3+Z)^2-(1+3Z)^2=Z^3-3Z^2+3Z-1=(Z-1)^3,$$

so

$$Z_{k+1}-1=(Z_k-1)^3(1+3Z_k)^{-2}.$$

The steps `h1` and `h2` are these two identities. The law holds for every square $A$, singular or not.

```lean
/-- Cubic error law: `Z_(k+1) - 1 = (Z_k - 1)³ (1 + 3 Z_k)⁻²` for the overlap matrices
`Z_k` of the Halley iterates. -/
theorem gram_halley_sub_one (A : Matrix n n ℂ) (k : ℕ) :
    gram (halley A (k + 1)) - 1 =
      (gram (halley A k) - 1) ^ 3 * ((1 + 3 * gram (halley A k))⁻¹) ^ 2 := by
  rw [halley, gram_halleyStep]
  have hr := mul_nonsing_inv _ (isUnit_denominator (halley A k))
  generalize (1 + 3 * gram (halley A k))⁻¹ = W at *
  generalize gram (halley A k) = Z at *
  have h1 : (1 + 3 * Z) ^ 2 * W ^ 2 = 1 := by
    calc _ = (1 + 3 * Z) * ((1 + 3 * Z) * W) * W := by simp only [pow_two, mul_assoc]
      _ = 1 := by rw [hr, mul_one, hr]
  have h2 : Z * (3 + Z) ^ 2 - (1 + 3 * Z) ^ 2 = (Z - 1) ^ 3 := by noncomm_ring
  rw [← h2, sub_mul, h1]
```

Q: If the error is cubed, isn't convergence immediate?

A: No. Along a direction where $Z$ has eigenvalue $0$ the error is $-1$, and the law returns $-1$ again. An initial error larger than one also needs an argument. So we follow the eigenvalues.

Suppose $Z=V\,\mathrm{diag}(x)\,V^H$ with $V$ unitary and all $x_i\ge0$. Sums and products of matrices of this form act on the diagonal entries alone, since $V^HV=1$ removes the inner factors. The inverse of $1+3Z$ has entries $1/(1+3x_i)$. One step therefore keeps $V$ and sends $x_i$ to $x_i(3+x_i)^2/(1+3x_i)^2$. The local facts `mul`, `add` and `one` provide this calculus, and `hW` identifies the inverse.

```lean
/-- If `Xᴴ X = V diag(x) Vᴴ` with `V` unitary and all `x ≥ 0`, a Halley step keeps `V` and
sends each `x` to `x (3 + x)² / (1 + 3 x)²`. -/
theorem gram_halleyStep_spectral {V X : Matrix n n ℂ} {x : n → ℝ} (hV : Vᴴ * V = 1)
    (hx : ∀ i, 0 ≤ x i) (hX : gram X = spectral V x) :
    gram (halleyStep X) =
      spectral V (fun i => x i * (3 + x i) ^ 2 / (1 + 3 * x i) ^ 2) := by
  have mul (f g : n → ℝ) :
      spectral V f * spectral V g = spectral V (fun i => f i * g i) := by
    calc _ = V * diagonal (fun i => (f i : ℂ)) * (Vᴴ * V) *
          diagonal (fun i => (g i : ℂ)) * Vᴴ := by simp only [spectral, mul_assoc]
      _ = _ := by
        rw [hV, mul_one, mul_assoc V, diagonal_mul_diagonal]
        simp only [spectral, Complex.ofReal_mul]
  have add (f g : n → ℝ) :
      spectral V f + spectral V g = spectral V (fun i => f i + g i) := by
    simp only [spectral, ← add_mul, ← mul_add, diagonal_add, Complex.ofReal_add]
  have one : spectral V (fun _ => 1) = 1 := by
    simp [spectral, mul_eq_one_comm.mp hV]
  have h3 : (3 : Matrix n n ℂ) = spectral V (fun _ => 3) := by
    rw [show (3 : Matrix n n ℂ) = 1 + 1 + 1 by norm_num, ← one, add, add]
    congr 1; funext i; norm_num
  have hW : (1 + 3 * gram X)⁻¹ = spectral V (fun i => (1 + 3 * x i)⁻¹) := by
    rw [hX, h3, mul, ← one, add]
    apply inv_eq_right_inv
    rw [mul, ← one]
    congr 1; funext i
    exact mul_inv_cancel₀ (by have := hx i; positivity)
  rw [gram_halleyStep, hW, hX, h3]
  simp only [pow_two, add, mul, div_eq_mul_inv, mul_inv]
```

With $x_i=\sigma_i^2$, that map is the square of your single-orbital rule. For $s>0$ we have $|s-1|<s+1$, so $|c|<1$, and all the powers $c^{3^k}$ stay below one in modulus.

```lean
/-- For `s > 0` the powers `((s - 1)/(s + 1))^(3^k)` have modulus below one. -/
theorem abs_cayley_lt_one {s : ℝ} (hs : 0 < s) (k : ℕ) :
    |((s - 1) / (s + 1)) ^ 3 ^ k| < 1 := by
  have h : |(s - 1) / (s + 1)| < 1 := by
    rw [abs_lt, lt_div_iff₀ (by linarith), div_lt_iff₀ (by linarith)]
    constructor <;> linarith
  rw [abs_pow]
  exact pow_lt_one₀ (abs_nonneg _) h (by positivity)
```

Next, put $t=c^{3^k}$ and $\sigma=(1+t)/(1-t)$. Then

$$\frac{\sigma(3+\sigma^2)}{1+3\sigma^2}
=\frac{(1+t)(1-t+t^2)}{(1-t)(1+t+t^2)}
=\frac{1+t^3}{1-t^3},$$

which is the same formula with $k+1$ in place of $k$. Lean clears the nonzero denominators with `field_simp` and leaves the polynomial identity to `ring`.

```lean
/-- For `s > 0` the closed form obeys the scalar Halley rule
`σ ↦ σ (3 + σ²) / (1 + 3 σ²)`. -/
theorem singularValue_succ {s : ℝ} (hs : 0 < s) (k : ℕ) :
    singularValue s (k + 1) = singularValue s k * (3 + singularValue s k ^ 2) /
      (1 + 3 * singularValue s k ^ 2) := by
  have h1 := (abs_lt.mp (abs_cayley_lt_one hs k)).2
  have h2 := (abs_lt.mp (abs_cayley_lt_one hs (k + 1))).2
  rw [eq_div_iff (by positivity)]
  unfold singularValue
  rw [pow_succ 3 k, pow_mul] at *
  generalize ((s - 1) / (s + 1)) ^ 3 ^ k = t at *
  have h3 : 1 - t ≠ 0 := by linarith
  have h4 : 1 - t ^ 3 ≠ 0 := by linarith
  field_simp
  ring
```

At $k=0$ the formula returns $s$. Induction, using `gram_halleyStep_spectral` and `singularValue_succ` for the step, gives the whole overlap matrix: if $A^HA=V\,\mathrm{diag}(s_i^2)\,V^H$ with $V$ unitary and all $s_i>0$, then $Z_k=V\,\mathrm{diag}(\sigma_{i,k}^2)\,V^H$, where $\sigma_{i,k}$ is `singularValue (s i) k`.

```lean
/-- If `Aᴴ A = V diag(s²) Vᴴ` with `V` unitary and all `s > 0`, the overlap matrix after `k`
Halley steps is `V diag(σ_k²) Vᴴ` with `σ_k = singularValue s k`. -/
theorem gram_halley_closed_form {V A : Matrix n n ℂ} {s : n → ℝ} (hV : Vᴴ * V = 1)
    (hs : ∀ i, 0 < s i) (hA : gram A = spectral V (fun i => s i ^ 2)) (k : ℕ) :
    gram (halley A k) = spectral V (fun i => singularValue (s i) k ^ 2) := by
  induction k with
  | zero =>
    rw [halley, hA]
    congr 1; funext i
    have h : s i + 1 ≠ 0 := by linarith [hs i]
    have e : singularValue (s i) 0 = s i := by
      have h' : 1 - (s i - 1) / (s i + 1) ≠ 0 := by
        rw [show 1 - (s i - 1) / (s i + 1) = 2 / (s i + 1) by field_simp; ring]
        positivity
      rw [singularValue, pow_zero, pow_one, div_eq_iff h']
      field_simp
      ring
    rw [e]
  | succ k ih =>
    rw [halley, gram_halleyStep_spectral hV (fun i => sq_nonneg _) ih]
    congr 1; funext i
    rw [singularValue_succ (hs i), div_pow, mul_pow]
```

Q: That theorem assumes a diagonalisation with positive $s_i$. Who supplies it?

A: Invertibility of $A$. The matrix $A^HA$ is Hermitian and positive semidefinite, so it has a unitary eigenbasis and nonnegative eigenvalues. Its determinant is $|\det A|^2\neq0$, so no eigenvalue vanishes, and $s_i$ is the positive square root of the $i$-th one.

```lean
/-- For invertible `A` the overlap matrix is `V diag(s²) Vᴴ` with `V` unitary and all
`s > 0`. -/
theorem exists_spectral {A : Matrix n n ℂ} (hA : IsUnit A) :
    ∃ (V : Matrix n n ℂ) (s : n → ℝ), Vᴴ * V = 1 ∧ (∀ i, 0 < s i) ∧
      gram A = spectral V (fun i => s i ^ 2) := by
  have hp : (gram A).PosSemidef := posSemidef_conjTranspose_mul_self A
  have hH := hp.isHermitian
  have hdet : (gram A).det ≠ 0 := by
    have h := ((isUnit_iff_isUnit_det A).mp hA).ne_zero
    simp [gram, det_mul, det_conjTranspose, h]
  have hpos (i : n) : 0 < hH.eigenvalues i :=
    lt_of_le_of_ne (hp.eigenvalues_nonneg i) fun h0 => hdet (by
      rw [hH.det_eq_prod_eigenvalues]
      exact Finset.prod_eq_zero (Finset.mem_univ i) (by simp [← h0]))
  refine ⟨hH.eigenvectorUnitary, fun i => √(hH.eigenvalues i),
    mem_unitaryGroup_iff'.mp hH.eigenvectorUnitary.2,
    fun i => Real.sqrt_pos.mpr (hpos i), ?_⟩
  have e : (fun i => √(hH.eigenvalues i) ^ 2) = hH.eigenvalues :=
    funext fun i => Real.sq_sqrt (hpos i).le
  have h := hH.spectral_theorem
  rw [Unitary.conjStarAlgAut_apply] at h
  change gram A = spectral _ (fun i => √(hH.eigenvalues i) ^ 2)
  rw [e]
  exact h
```

Q: And the final statement?

A: `Tendsto (fun k => gram (halley A k)) atTop (𝓝 1)` says that $Z_k\to1$, entry by entry, as $k\to\infty$. `IsUnit A` says that $A$ is invertible, which for your orbitals means linear independence. The theorem makes the two equivalent.

If $A$ is invertible, $c_i^{3^k}\to0$ for each $i$, so every $\sigma_{i,k}\to1$ and

$$Z_k\to V\,1\,V^H=1 .$$

In Lean, `hσ` is the scalar limit, `hd` collects the diagonal entries, and continuity of $d\mapsto V\,\mathrm{diag}(d)\,V^H$ carries the limit to matrices.

If $\det A=0$, each step multiplies the determinant of the iterate by further factors, so $\det X_k=0$ for all $k$. Then $\det Z_k=0$, whereas $Z_k\to1$ would force $\det Z_k\to1$ by continuity.

```lean
/-- Halley orthogonalisation: the overlap matrices of the iterates converge to the identity
exactly when the starting matrix `A` is invertible. -/
theorem tendsto_gram_halley_iff (A : Matrix n n ℂ) :
    Tendsto (fun k => gram (halley A k)) atTop (𝓝 1) ↔ IsUnit A := by
  constructor
  · intro h
    rw [isUnit_iff_isUnit_det, isUnit_iff_ne_zero]
    intro h0
    -- a singular start stays singular
    have hk (k : ℕ) : (halley A k).det = 0 := by
      induction k with
      | zero => exact h0
      | succ k ih => rw [halley, halleyStep, det_mul, det_mul, ih, zero_mul, zero_mul]
    have hd := ((continuous_id.matrix_det).tendsto (1 : Matrix n n ℂ)).comp h
    -- the determinants are constantly 0 and cannot tend to det 1 = 1
    simp [Function.comp_def, gram, det_mul, hk] at hd
  · intro hA
    obtain ⟨V, s, hV, hs, hG⟩ := exists_spectral hA
    have hσ (i : n) : Tendsto (singularValue (s i)) atTop (𝓝 1) := by
      have hc : |(s i - 1) / (s i + 1)| < 1 := by simpa using abs_cayley_lt_one (hs i) 0
      have ht := (tendsto_pow_atTop_nhds_zero_of_abs_lt_one hc).comp
        (tendsto_pow_atTop_atTop_of_one_lt (by norm_num : (1 : ℕ) < 3))
      have h := (ht.const_add 1).div (ht.const_sub 1) (by norm_num)
      rw [add_zero, sub_zero, div_one] at h
      exact h
    have hd : Tendsto (fun k i => ((singularValue (s i) k ^ 2 : ℝ) : ℂ)) atTop
        (𝓝 (fun _ => 1)) := by
      rw [tendsto_pi_nhds]
      intro i
      have h := (Complex.continuous_ofReal.tendsto _).comp ((hσ i).pow 2)
      rw [one_pow, Complex.ofReal_one] at h
      exact h
    have hc : Continuous (fun d : n → ℂ => V * diagonal d * Vᴴ) :=
      (continuous_const.matrix_mul continuous_id.matrix_diagonal).matrix_mul
        continuous_const
    have h := (hc.tendsto (fun _ => 1)).comp hd
    have e : V * diagonal (fun _ => (1 : ℂ)) * Vᴴ = 1 := by
      rw [diagonal_one, mul_one, mul_eq_one_comm.mp hV]
    rw [e] at h
    exact h.congr fun k => (gram_halley_closed_form hV hs hG k).symm

end HalleyOrthogonalisation
```

```lean
#print axioms HalleyOrthogonalisation.gram_halley_sub_one
#print axioms HalleyOrthogonalisation.tendsto_gram_halley_iff
```

```
'HalleyOrthogonalisation.gram_halley_sub_one' depends on axioms: [propext, Classical.choice, Quot.sound]
'HalleyOrthogonalisation.tendsto_gram_halley_iff' depends on axioms: [propext, Classical.choice, Quot.sound]
```

Q: So nearly dependent orbitals are no trouble at all?

A: They converge, but they take longer to do so. For very small $\sigma$ the rule is close to $\sigma\mapsto3\sigma$, and for very large $\sigma$ close to $\sigma\mapsto\sigma/3$. The fast cubic regime begins only once $\sigma$ is near one. The theorem sets no bound on the number of steps that is uniform in $A$, and its complex numbers are not rounded.

Q: My molecular orbitals are expanded in atomic orbitals that overlap. Does the result still speak about them?

A: Only after a translation, and that is the step you must supply: `gram` is the physical overlap matrix only if the coefficients refer to an orthonormal basis. With a coefficient matrix $C$ and atomic-orbital overlap $S$, the physical overlap is $C^HSC$, so you would start from $A=S^{1/2}C$. In electronic-structure work the result then applies to orthonormalising a finite set of independent orbitals, as many as there are basis functions.

Q: I usually have fewer orbitals than basis functions. Could that have been modelled?

A: Yes, with a rectangular $A$ of type `Matrix m n ℂ`. The algebra for $Z$ would be unchanged, because it uses only $X^HX$. Invertibility of $A$ would become linear independence of its columns, and the determinant argument would have to follow $Z_k$ instead of $X_k$. That version would need its own Lean proof.

Q: Which orthonormal set do I end up with?

A: The theorem speaks of the overlaps and leaves the limit of $X_k$ itself open. The familiar expectation for invertible $A$ is $A(A^HA)^{-1/2}$, Löwdin's symmetric orthogonalisation.
